# Three independent constraints for which the LINCS expansion has no limit

LINCS, a method for holding constraints in molecular dynamics, replaces a matrix inverse by the series 1 + A + A² + …, where A is built from the masses and the constraint gradients. `three_constraints_diverge` gives one explicit 3×3 Jacobian, with unit masses and unit scaling, whose rows are unit vectors with mutual scalar products 8/9. It states that these rows are linearly independent and that A has zero diagonal, yet the partial sums of the series have no limit. The proof first computes A entry by entry, with 0 on the diagonal and -8/9 elsewhere, then shows that the uniform vector has eigenvalue -16/9 and applies `no_limit`, which rules out a limit when an eigenvalue is at or below -1.

The failing Lean file:

```lean
import Mathlib

open Matrix Filter Topology

namespace LincsExpansion

noncomputable section

variable {n k : Type*} [Fintype n] [DecidableEq n] [Fintype k] [DecidableEq k]

/-- The LINCS matrix `A = 1 - S G M⁻¹ Gᵀ S` for masses `M`, constraint Jacobian `G` and
diagonal scaling `S = diag s`. -/
def lincsMatrix (M : Matrix n n ℝ) (G : Matrix k n ℝ) (s : k → ℝ) : Matrix k k ℝ :=
  1 - diagonal s * G * M⁻¹ * Gᵀ * diagonal s

/-- The expansion `1 + A + A² + ...` cut off after `N` terms. -/
def partialSum (A : Matrix k k ℝ) (N : ℕ) : Matrix k k ℝ := ∑ j ∈ Finset.range N, A ^ j

/-- The real number `μ` is an eigenvalue of `A`: some nonzero vector is scaled by `μ`. -/
def IsEigenvalue (A : Matrix k k ℝ) (μ : ℝ) : Prop := ∃ v : k → ℝ, v ≠ 0 ∧ A *ᵥ v = μ • v

/-- On an eigenvector, the `N`-th power of a matrix acts as the `N`-th power of the
eigenvalue. -/
theorem pow_mulVec_eigen {A : Matrix k k ℝ} {μ : ℝ} {v : k → ℝ} (h : A *ᵥ v = μ • v) (N : ℕ) :
    (A ^ N) *ᵥ v = μ ^ N • v := by
  induction N with
  | zero => simp
  | succ N ih =>
    rw [pow_succ, ← Matrix.mulVec_mulVec, h, Matrix.mulVec_smul, ih, smul_smul, pow_succ']

/-- If a matrix has an eigenvalue at or below -1, the partial sums of its powers have no
limit. -/
theorem no_limit {A : Matrix k k ℝ} {μ : ℝ} (hμ : IsEigenvalue A μ) (hle : μ ≤ -1) :
    ¬ ∃ L, Tendsto (partialSum A) atTop (𝓝 L) := by
  rintro ⟨L, hL⟩
  obtain ⟨v, hv, h⟩ := hμ
  obtain ⟨i, hi⟩ := Function.ne_iff.mp hv
  -- consecutive partial sums differ by `A ^ N`, which would have to vanish
  have hpow : Tendsto (fun N : ℕ => A ^ N) atTop (𝓝 0) := by
    have h1 := (hL.comp (tendsto_add_atTop_nat 1)).sub hL
    rw [sub_self] at h1
    refine h1.congr fun N => ?_
    simp [partialSum, Finset.sum_range_succ]
  have hc : Continuous fun X : Matrix k k ℝ => |(X *ᵥ v) i| :=
    ((continuous_apply i).comp (continuous_id.matrix_mulVec continuous_const)).abs
  have h2 : Tendsto (fun N : ℕ => |((A ^ N) *ᵥ v) i|) atTop
      (𝓝 |((0 : Matrix k k ℝ) *ᵥ v) i|) := (hc.tendsto 0).comp hpow
  have h3 : |v i| ≤ |((0 : Matrix k k ℝ) *ᵥ v) i| := by
    refine ge_of_tendsto' h2 fun N => ?_
    rw [pow_mulVec_eigen h, Pi.smul_apply, smul_eq_mul, abs_mul, abs_pow]
    have habs : 1 ≤ |μ| := by linarith [neg_le_abs μ]
    exact le_mul_of_one_le_left (abs_nonneg _) (one_le_pow₀ habs)
  rw [Matrix.zero_mulVec, Pi.zero_apply, abs_zero] at h3
  exact hi (abs_eq_zero.mp (le_antisymm h3 (abs_nonneg _)))

/-- A Jacobian of three constraints whose gradients are unit vectors with mutual scalar
products 8/9. -/
def bundle : Matrix (Fin 3) (Fin 3) ℝ :=
  !![2/3, 2/3, 1/3; 2/3, 1/3, 2/3; 1/3, 2/3, 2/3]

/-- With unit masses and unit scaling, the three constraints of `bundle` are independent and
their LINCS matrix has zero diagonal, yet the expansion has no limit. -/
theorem three_constraints_diverge :
    LinearIndependent ℝ bundle.row ∧
    (∀ i, lincsMatrix 1 bundle (fun _ => 1) i i = 0) ∧
    ¬ ∃ L, Tendsto (partialSum (lincsMatrix 1 bundle (fun _ => 1))) atTop (𝓝 L) := by
  have hA : lincsMatrix 1 bundle (fun _ => 1) =
      !![0, -8/9, -8/9; -8/9, 0, -8/9; -8/9, -8/9, 0] := by
    have h1 : lincsMatrix 1 bundle (fun _ => 1) = 1 - bundle * bundleᵀ := by
      simp [lincsMatrix]
    rw [h1]
    ext i j
    simp only [Matrix.sub_apply, Matrix.mul_apply, Matrix.transpose_apply,
      Fin.sum_univ_three, Matrix.one_apply]
    fin_cases i <;> fin_cases j <;> norm_num [bundle]
  refine ⟨?_, ?_, ?_⟩
  · rw [Fintype.linearIndependent_iff]
    intro g hg
    have h0 := congrFun hg 0
    have h1 := congrFun hg 1
    have h2 := congrFun hg 2
    simp [Fin.sum_univ_three, bundle] at h0 h1 h2
    intro i
    fin_cases i <;> simp <;> linarith
  · rw [hA]
    intro i
    fin_cases i <;> simp
  · rw [hA]
    -- the uniform vector has eigenvalue -16/9
    refine no_limit (μ := -16/9) ⟨fun _ => 1, fun h => ?_, ?_⟩ (by norm_num)
    · exact one_ne_zero (congrFun h 0)
    · funext i
      fin_cases i <;> norm_num [Matrix.mulVec, dotProduct, Fin.sum_univ_succ]

end

end LincsExpansion
```

Lean reports:

```
Main.lean:68:57: error: unsolved goals
case «0».«0»
h1 : (lincsMatrix 1 bundle fun x => 1) = 1 - bundle * bundleᵀ
⊢ 1 - (8 / 9 + ![2 / 3, 2 / 3, 1 / 3] 2 * ![2 / 3, 2 / 3, 1 / 3] 2) = 0

case «0».«1»
h1 : (lincsMatrix 1 bundle fun x => 1) = 1 - bundle * bundleᵀ
⊢ -(![2 / 3, 2 / 3, 1 / 3] 2 * ![2 / 3, 1 / 3, 2 / 3] 2) + -(2 / 3) = -(8 / 9)

case «0».«2»
h1 : (lincsMatrix 1 bundle fun x => 1) = 1 - bundle * bundleᵀ
⊢ -(![2 / 3, 2 / 3, 1 / 3] 2 * ![1 / 3, 2 / 3, 2 / 3] 2) + -(2 / 3) = -(8 / 9)

case «1».«0»
h1 : (lincsMatrix 1 bundle fun x => 1) = 1 - bundle * bundleᵀ
⊢ -(![2 / 3, 1 / 3, 2 / 3] 2 * ![2 / 3, 2 / 3, 1 / 3] 2) + -(2 / 3) = -(8 / 9)

case «1».«1»
h1 : (lincsMatrix 1 bundle fun x => 1) = 1 - bundle * bundleᵀ
⊢ 1 - (5 / 9 + ![2 / 3, 1 / 3, 2 / 3] 2 * ![2 / 3, 1 / 3, 2 / 3] 2) = 0

case «1».«2»
h1 : (lincsMatrix 1 bundle fun x => 1) = 1 - bundle * bundleᵀ
⊢ -(![2 / 3, 1 / 3, 2 / 3] 2 * ![1 / 3, 2 / 3, 2 / 3] 2) + -(4 / 9) = -(8 / 9)

case «2».«0»
h1 : (lincsMatrix 1 bundle fun x => 1) = 1 - bundle * bundleᵀ
⊢ -(![1 / 3, 2 / 3, 2 / 3] 2 * ![2 / 3, 2 / 3, 1 / 3] 2) + -(2 / 3) = -(8 / 9)

case «2».«1»
h1 : (lincsMatrix 1 bundle fun x => 1) = 1 - bundle * bundleᵀ
⊢ -(![1 / 3, 2 / 3, 2 / 3] 2 * ![2 / 3, 1 / 3, 2 / 3] 2) + -(4 / 9) = -(8 / 9)

case «2».«2»
h1 : (lincsMatrix 1 bundle fun x => 1) = 1 - bundle * bundleᵀ
⊢ 1 - (5 / 9 + ![1 / 3, 2 / 3, 2 / 3] 2 * ![1 / 3, 2 / 3, 2 / 3] 2) = 0
```

Lean accepts the file once it reads:

```diff
@@ -73,5 +73,6 @@
     simp only [Matrix.sub_apply, Matrix.mul_apply, Matrix.transpose_apply,
       Fin.sum_univ_three, Matrix.one_apply]
-    fin_cases i <;> fin_cases j <;> norm_num [bundle]
+    have third : ∀ a b c : ℝ, ![a, b, c] 2 = c := fun _ _ _ => rfl
+    fin_cases i <;> fin_cases j <;> simp [bundle] <;> norm_num [third]
   refine ⟨?_, ?_, ?_⟩
   · rw [Fintype.linearIndependent_iff]
```

Diagnosis. The one error lists nine unsolved goals, one for each entry of A in the proof of `hA`. Each is a true equation between numbers, but contains terms such as `![2 / 3, 2 / 3, 1 / 3] 2`, the entry at index 2 of an explicit vector. Mathlib has simp lemmas for reading such a vector at 0 and at 1, and `norm_num` uses them. Reading it at the numeral 2 is left to a simproc, a simplification procedure that `simp` runs but `norm_num` doesn't. These entries therefore stayed as they were and the arithmetic could not be finished.

In the repair, `simp [bundle]` unfolds the matrix and runs the simproc, so the entries at index 2 become numbers too. `norm_num` then settles any arithmetic that is left. The added fact `third`, true by definition, states the same reading at index 2 as an ordinary equation, which `norm_num` can use. After the `simp` pass it is only a safeguard, since that pass already evaluates these entries.
